# Neutral atoms with noninteracting electrons in full hydrogenic shells have Scott coefficient 1/2

Put two noninteracting electrons in the lowest shell of a nucleus with charge $Z=2$. In atomic units each has energy $-Z^2/2=-2$, so $E=-4=-Z^2$. The Thomas–Fermi energy of noninteracting electrons in the same Coulomb potential is $-(3/2)^{1/3}Z^{7/3}$ when their number equals $Z$, which gives about $-5.77$. The difference, divided by $Z^2$, is $3^{1/3}-1\approx 0.44$: a smooth estimate of the number of shells, minus the true number. As more shells are filled, with the nuclear charge kept equal to the electron number, this offset tends to $1/2$.

## From counting shells to the coefficient

Shell $n$ has orbitals with $l=0,\dots,n-1$ and two spin states for each, so it holds $\sum_{l<n}2(2l+1)=2n^2$ electrons. Let $K$ shells be full and let the nuclear charge equal the electron number:

$$Z=\sum_{n=1}^{K}2n^2=\frac{K(K+1)(2K+1)}{3}.$$

Each shell contributes $2n^2\cdot(-Z^2/2n^2)=-Z^2$, hence $E=-KZ^2$.

Define $y=(3Z/2)^{1/3}$ and $x=K+\tfrac12$. Since $(3/2)^{1/3}Z^{7/3}=yZ^2$,

$$E+(3/2)^{1/3}Z^{7/3}=(y-K)Z^2 .$$

Moreover $y^3=K(K+\tfrac12)(K+1)=x^3-x/4$, so

$$(x-y)(x^2+xy+y^2)=x/4 .$$

For $K\ge1$ this gives $x>y>0$. Then $3xy<x^2+xy+y^2<3x^2$, where the left inequality is $(x-y)^2>0$. Therefore

$$\frac1{12x}<x-y<\frac1{12y}.$$

Also $y^3=K^3+\tfrac32K^2+\tfrac12K\ge K^3$, so $y\ge K$ and $y\to\infty$. Hence $x-y\to0$ and $y-K=\tfrac12-(x-y)\to\tfrac12$.

For the next term, subtract $Z^2/2$, which leaves $-(x-y)Z^2$. Because $Z^{1/3}=(2/3)^{1/3}y$, division by $Z^{5/3}$ gives $-(2/3)^{1/3}\,y(x-y)$. The bounds yield

$$\frac1{12}-\frac1{24x}=\frac{K}{12x}<y(x-y)<\frac1{12},$$

so the coefficient of $Z^{5/3}$ is $-(2/3)^{1/3}/12$.

Neutrality fixes the coefficient $(3/2)^{1/3}$ of the leading term. Keep the same electrons but double the nuclear charge, to $Z'=2Z$. The energy is now $E'=-KZ'^2$, and $(E'+(3/2)^{1/3}Z'^{7/3})/Z'^2=2^{1/3}y-K\ge(2^{1/3}-1)K$, which diverges. The leading term of this ion is $-yZ'^2$ instead, and $(E'+yZ'^2)/Z'^2=y-K$ still tends to $\tfrac12$.

## The shell model in Lean

```lean
import Mathlib

open Filter Topology

namespace ScottHydrogenicShells

noncomputable section

/-- Number of electrons in the full shell `n`: two spin states for each of the `2l + 1`
orbitals with `l = 0, …, n - 1`. -/
def shellCapacity (n : ℕ) : ℕ := ∑ l ∈ Finset.range n, 2 * (2 * l + 1)

/-- Number of electrons in the full shells `1, …, K`. -/
def electronCount (K : ℕ) : ℕ := ∑ n ∈ Finset.Icc 1 K, shellCapacity n
```

Capacities and electron numbers are natural numbers, and `Finset.Icc 1 K` runs over the shells $1,\dots,K$.

```lean
/-- Hydrogenic level `-Z²/(2n²)` in atomic units, for `n ≥ 1`. -/
def level (Z : ℝ) (n : ℕ) : ℝ := -Z ^ 2 / (2 * (n : ℝ) ^ 2)

/-- Total energy of noninteracting electrons that fill the shells `1, …, K` around a
nucleus of charge `Z`. -/
def energy (Z : ℝ) (K : ℕ) : ℝ :=
  ∑ n ∈ Finset.Icc 1 K, (shellCapacity n : ℝ) * level Z n
```

The levels are those of a bare Coulomb potential with a fixed point nucleus, in hartree. They and their degeneracies are put in as definitions, not derived from the Schrödinger equation. In `energy` the charge `Z` is a free real number.

```lean
/-- Energy of the neutral atom with `K` full shells: the nuclear charge equals the number
of electrons. -/
def neutralEnergy (K : ℕ) : ℝ := energy (electronCount K) K

/-- The cube root `(3Z/2)^(1/3)`, a smooth estimate of the number of filled shells, in a neutral
atom of nuclear charge `Z ≥ 0`. -/
def smoothShell (Z : ℝ) : ℝ := (3 / 2 * Z) ^ ((1 : ℝ) / 3)
```

Neutrality enters through `neutralEnergy`, and `smoothShell (electronCount K)` is $y$.

## Electron number and energy

```lean
/-- A full shell `n` holds `2n²` electrons. -/
theorem shellCapacity_eq (n : ℕ) : shellCapacity n = 2 * n ^ 2 := by
  induction n with
  | zero => simp [shellCapacity]
  | succ n ih =>
    have h : shellCapacity (n + 1) = shellCapacity n + 2 * (2 * n + 1) :=
      Finset.sum_range_succ _ _
    rw [h, ih]
    ring

/-- The first `K` full shells hold `K(K+1)(2K+1)/3` electrons. -/
theorem electronCount_eq (K : ℕ) :
    (electronCount K : ℝ) = K * (K + 1) * (2 * K + 1) / 3 := by
  induction K with
  | zero => simp [electronCount]
  | succ K ih =>
    have h : electronCount (K + 1) = electronCount K + shellCapacity (K + 1) :=
      Finset.sum_Icc_succ_top (Nat.le_add_left 1 K) _
    rw [h, shellCapacity_eq]
    push_cast
    rw [ih]
    ring
```

Both inductions add the last term of the sum and finish with `ring`.

```lean
/-- For any nuclear charge `Z`, the energy of `K` full shells is `-K Z²`. -/
theorem energy_eq (Z : ℝ) (K : ℕ) : energy Z K = -(K : ℝ) * Z ^ 2 := by
  -- every full shell contributes the same energy
  have h : ∀ n ∈ Finset.Icc 1 K, (shellCapacity n : ℝ) * level Z n = -Z ^ 2 := by
    intro n hn
    have h1 := (Finset.mem_Icc.1 hn).1
    have hn0 : (n : ℝ) ≠ 0 := Nat.cast_ne_zero.2 (by omega)
    rw [shellCapacity_eq, level]
    push_cast
    field_simp
  rw [energy, Finset.sum_congr rfl h]
  simp
```

Here `field_simp` cancels $2n^2$, which is nonzero because $n\ge1$. The sum then has $K$ equal terms.

```lean
/-- In the neutral atom, the energy measured from the leading term `-(3/2)^(1/3) Z^(7/3)`
is `Z²` times the difference between `(3Z/2)^(1/3)` and the number `K` of full shells. -/
theorem neutralEnergy_add_leading (K : ℕ) :
    neutralEnergy K + (3 / 2 : ℝ) ^ ((1 : ℝ) / 3) * (electronCount K : ℝ) ^ ((7 : ℝ) / 3)
      = (smoothShell (electronCount K) - K) * (electronCount K : ℝ) ^ 2 := by
  have hZ : (0 : ℝ) ≤ electronCount K := Nat.cast_nonneg _
  have h := Real.rpow_add_of_nonneg hZ (show (0 : ℝ) ≤ 1 / 3 by norm_num)
    (show (0 : ℝ) ≤ 2 by norm_num)
  rw [Real.rpow_two, show (1 / 3 + 2 : ℝ) = 7 / 3 by norm_num] at h
  rw [neutralEnergy, energy_eq, smoothShell,
    Real.mul_rpow (show (0 : ℝ) ≤ 3 / 2 by norm_num) hZ, h]
  ring
```

This is the identity with $(y-K)Z^2$. The proof splits the power $7/3$ into $1/3+2$.

## Bounds on the shell offset

```lean
lemma smoothShell_nonneg (K : ℕ) : 0 ≤ smoothShell (electronCount K) := by
  unfold smoothShell
  positivity

lemma smoothShell_cube (K : ℕ) :
    smoothShell (electronCount K) ^ 3 = ((K : ℝ) + 1 / 2) ^ 3 - ((K : ℝ) + 1 / 2) / 4 := by
  have hZ : (0 : ℝ) ≤ 3 / 2 * (electronCount K : ℝ) := by positivity
  have h : smoothShell (electronCount K) ^ 3 = 3 / 2 * (electronCount K : ℝ) := by
    rw [smoothShell, ← Real.rpow_natCast, ← Real.rpow_mul hZ]
    norm_num
  rw [h, electronCount_eq]
  ring

lemma le_smoothShell (K : ℕ) : (K : ℝ) ≤ smoothShell (electronCount K) := by
  by_contra hlt
  have h := pow_lt_pow_left₀ (not_le.1 hlt) (smoothShell_nonneg K) (show 3 ≠ 0 by norm_num)
  rw [smoothShell_cube] at h
  have hK : (0 : ℝ) ≤ K := Nat.cast_nonneg K
  nlinarith [sq_nonneg (K : ℝ)]
```

These lemmas give $y\ge0$, the cubic relation and $y\ge K$. The last is proved by contradiction, cubing $y<K$.

```lean
/-- Let `Z` be the number of electrons in `K ≥ 1` full shells. Then `(3Z/2)^(1/3)` lies below
`K + 1/2`, by more than `1/(12(K + 1/2))` and by less than `1/(12 (3Z/2)^(1/3))`. -/
theorem shell_gap_bounds {K : ℕ} (hK : 0 < K) :
    1 / (12 * ((K : ℝ) + 1 / 2)) < (K : ℝ) + 1 / 2 - smoothShell (electronCount K) ∧
    (K : ℝ) + 1 / 2 - smoothShell (electronCount K)
      < 1 / (12 * smoothShell (electronCount K)) := by
  have hK' : (0 : ℝ) < K := Nat.cast_pos.2 hK
  have hy : 0 < smoothShell (electronCount K) := lt_of_lt_of_le hK' (le_smoothShell K)
  have hc := smoothShell_cube K
  have hx : (0 : ℝ) < (K : ℝ) + 1 / 2 := by positivity
  generalize smoothShell (electronCount K) = y at *
  generalize (K : ℝ) + 1 / 2 = x at *
  -- difference of cubes
  have hfac : (x - y) * (x ^ 2 + x * y + y ^ 2) = x / 4 := by linear_combination -hc
  have hd : 0 < x - y := by
    refine pos_of_mul_pos_left ?_ (show 0 ≤ x ^ 2 + x * y + y ^ 2 by positivity)
    rw [hfac]
    positivity
  constructor
  · rw [div_lt_iff₀ (by positivity)]
    have h1 : 0 < (x - y) ^ 2 * (2 * x + y) := by positivity
    have h2 : x * 1 < x * ((x - y) * (12 * x)) := by nlinarith [h1, hfac]
    exact lt_of_mul_lt_mul_left h2 hx.le
  · rw [lt_div_iff₀ (by positivity)]
    have h1 : 0 < (x - y) ^ 3 := by positivity
    have h2 : x * ((x - y) * (12 * y)) < x * 1 := by nlinarith [h1, hfac]
    exact lt_of_mul_lt_mul_left h2 hx.le
```

After `generalize` only $x$ and $y$ remain, and `hfac` is the factored difference of cubes. The positive quantities $(x-y)^2(2x+y)$ and $(x-y)^3$ give the lower and upper bounds. The case $K=0$ is excluded: there $y=0$, and the upper bound would divide by zero.

## The two limits

```lean
lemma tendsto_smoothShell :
    Tendsto (fun K : ℕ => smoothShell (electronCount K)) atTop atTop :=
  tendsto_atTop_mono le_smoothShell tendsto_natCast_atTop_atTop

/-- **Scott coefficient of the noninteracting atom.** For neutral atoms with `K` full
hydrogenic shells, `(E + (3/2)^(1/3) Z^(7/3)) / Z²` tends to `1/2` as `K → ∞`. -/
theorem scott_coefficient :
    Tendsto (fun K : ℕ => (neutralEnergy K
        + (3 / 2 : ℝ) ^ ((1 : ℝ) / 3) * (electronCount K : ℝ) ^ ((7 : ℝ) / 3))
        / (electronCount K : ℝ) ^ 2) atTop (𝓝 (1 / 2)) := by
  have hlow : Tendsto (fun K : ℕ => 1 / 2 - 1 / (12 * smoothShell (electronCount K)))
      atTop (𝓝 (1 / 2 : ℝ)) := by
    have h : Tendsto (fun K : ℕ => 1 / (12 * smoothShell (electronCount K)))
        atTop (𝓝 (0 : ℝ)) :=
      tendsto_const_nhds.div_atTop
        (tendsto_smoothShell.const_mul_atTop (show (0 : ℝ) < 12 by norm_num))
    simpa using h.const_sub (1 / 2 : ℝ)
  -- the ratio is the offset between the smooth and the true shell number
  have hratio : ∀ K : ℕ, 0 < K → (neutralEnergy K
      + (3 / 2 : ℝ) ^ ((1 : ℝ) / 3) * (electronCount K : ℝ) ^ ((7 : ℝ) / 3))
      / (electronCount K : ℝ) ^ 2 = smoothShell (electronCount K) - K := by
    intro K hK
    have hK' : (0 : ℝ) < K := Nat.cast_pos.2 hK
    have hZ : (0 : ℝ) < electronCount K := by rw [electronCount_eq]; positivity
    rw [neutralEnergy_add_leading, div_eq_iff (pow_pos hZ 2).ne']
  refine tendsto_of_tendsto_of_tendsto_of_le_of_le' hlow tendsto_const_nhds ?_ ?_
  · filter_upwards [eventually_gt_atTop 0] with K hK
    rw [hratio K hK]
    linarith [(shell_gap_bounds hK).2]
  · filter_upwards [eventually_gt_atTop 0] with K hK
    rw [hratio K hK]
    have h : (0 : ℝ) < 1 / (12 * ((K : ℝ) + 1 / 2)) := by positivity
    linarith [(shell_gap_bounds hK).1]
```

`Tendsto … atTop (𝓝 (1 / 2))` is the limit $K\to\infty$ through whole numbers of full shells, so atoms with a partly filled shell do not enter. `hratio` reduces the ratio to $y-K$, which is squeezed between $\tfrac12-1/(12y)$ and $\tfrac12$.

Scott's correction is the $Z^2/2$ term in the large-$Z$ expansion of the nonrelativistic ground-state energy of neutral atoms whose electrons repel each other. The theorem obtains this coefficient without repulsion. For such noninteracting closed-shell atoms it supplies a reference value for testing semiclassical energy functionals.

```lean
/-- After the `Z^(7/3)` and `Z²/2` terms are removed, the energy of the neutral atom with
`K` full shells, divided by `Z^(5/3)`, tends to `-(2/3)^(1/3)/12` as `K → ∞`. -/
theorem next_coefficient :
    Tendsto (fun K : ℕ => (neutralEnergy K
        + (3 / 2 : ℝ) ^ ((1 : ℝ) / 3) * (electronCount K : ℝ) ^ ((7 : ℝ) / 3)
        - (electronCount K : ℝ) ^ 2 / 2) / (electronCount K : ℝ) ^ ((5 : ℝ) / 3))
      atTop (𝓝 (-(2 / 3 : ℝ) ^ ((1 : ℝ) / 3) * (1 / 12))) := by
  have hlow : Tendsto (fun K : ℕ => 1 / 12 - (1 / 24) / ((K : ℝ) + 1 / 2))
      atTop (𝓝 (1 / 12 : ℝ)) := by
    have h : Tendsto (fun K : ℕ => (1 / 24) / ((K : ℝ) + 1 / 2)) atTop (𝓝 (0 : ℝ)) :=
      tendsto_const_nhds.div_atTop
        (tendsto_atTop_add_const_right _ _ tendsto_natCast_atTop_atTop)
    simpa using h.const_sub (1 / 12 : ℝ)
  -- the gap to `K + 1/2`, times the smooth shell number, tends to `1/12`
  have hgap : Tendsto (fun K : ℕ => ((K : ℝ) + 1 / 2 - smoothShell (electronCount K))
      * smoothShell (electronCount K)) atTop (𝓝 (1 / 12)) := by
    refine tendsto_of_tendsto_of_tendsto_of_le_of_le' hlow tendsto_const_nhds ?_ ?_
    · filter_upwards [eventually_gt_atTop 0] with K hK
      have hx : (0 : ℝ) < (K : ℝ) + 1 / 2 := by positivity
      have h1 : 1 / 12 - (1 / 24) / ((K : ℝ) + 1 / 2)
          = 1 / (12 * ((K : ℝ) + 1 / 2)) * K := by
        field_simp
        ring
      rw [h1]
      have hb := (shell_gap_bounds hK).1
      have h0 : (0 : ℝ) < 1 / (12 * ((K : ℝ) + 1 / 2)) := by positivity
      exact mul_le_mul hb.le (le_smoothShell K) (Nat.cast_nonneg K) (h0.trans hb).le
    · filter_upwards [eventually_gt_atTop 0] with K hK
      have hy : 0 < smoothShell (electronCount K) :=
        lt_of_lt_of_le (Nat.cast_pos.2 hK) (le_smoothShell K)
      have hb := (shell_gap_bounds hK).2
      rw [lt_div_iff₀ (by positivity)] at hb
      linarith
  refine (hgap.const_mul (-(2 / 3 : ℝ) ^ ((1 : ℝ) / 3))).congr' ?_
  filter_upwards [eventually_gt_atTop 0] with K hK
  have hK' : (0 : ℝ) < K := Nat.cast_pos.2 hK
  have hZ : (0 : ℝ) < electronCount K := by rw [electronCount_eq]; positivity
  have h1 := neutralEnergy_add_leading K
  have h2 := Real.rpow_add hZ (1 / 3) (5 / 3)
  rw [show (1 / 3 + 5 / 3 : ℝ) = 2 by norm_num, Real.rpow_two] at h2
  have h3 : (2 / 3 : ℝ) ^ ((1 : ℝ) / 3) * smoothShell (electronCount K)
      = (electronCount K : ℝ) ^ ((1 : ℝ) / 3) := by
    rw [smoothShell, ← Real.mul_rpow (by norm_num) (by positivity)]
    congr 1
    ring
  symm
  rw [div_eq_iff (Real.rpow_pos_of_pos hZ _).ne']
  linear_combination h1 - ((K : ℝ) + 1 / 2 - smoothShell (electronCount K)) * h2
    + ((K : ℝ) + 1 / 2 - smoothShell (electronCount K))
      * (electronCount K : ℝ) ^ ((5 : ℝ) / 3) * h3

end

end ScottHydrogenicShells
```

`hgap` is the limit $y(x-y)\to\tfrac1{12}$. The remaining steps convert powers of $Z$: `h2` is $Z^2=Z^{1/3}Z^{5/3}$, `h3` is $(2/3)^{1/3}y=Z^{1/3}$, and `linear_combination` joins them to the energy identity.

```lean
#print axioms ScottHydrogenicShells.scott_coefficient
-- 'ScottHydrogenicShells.scott_coefficient' depends on axioms: [propext, Classical.choice, Quot.sound]
#print axioms ScottHydrogenicShells.next_coefficient
-- 'ScottHydrogenicShells.next_coefficient' depends on axioms: [propext, Classical.choice, Quot.sound]
```
